# Arrays with the symmetries of complex two-electron integrals form a real space of dimension \(n^2(n^2+1)/2\)

For \(n\) orbitals, the complex arrays that satisfy \(g(p,q,r,s)=g(r,s,p,q)\) and \(\overline{g(p,q,r,s)}=g(q,p,s,r)\) form a real vector space of dimension \(n^2(n^2+1)/2\). The two-electron integrals \((pq|rs)\) of complex orbitals, written in chemists' notation and with a real interaction symmetric in the two electrons, lie in this space.

```lean
import Mathlib

open MeasureTheory ComplexConjugate

namespace ComplexIntegralCount

noncomputable section

variable {ι : Type*}

/-- The real vector space of complex four-index arrays with
`g(p,q,r,s) = g(r,s,p,q)` and `conj g(p,q,r,s) = g(q,p,s,r)`. -/
def integralSpace (ι : Type*) : Submodule ℝ (ι → ι → ι → ι → ℂ) where
  carrier := {g | (∀ p q r s, g p q r s = g r s p q) ∧
    ∀ p q r s, conj (g p q r s) = g q p s r}
  zero_mem' := ⟨fun _ _ _ _ => rfl, fun _ _ _ _ => by simp⟩
  add_mem' := by
    rintro a b ⟨ha, ha'⟩ ⟨hb, hb'⟩
    refine ⟨fun p q r s => ?_, fun p q r s => ?_⟩
    · simp only [Pi.add_apply]
      rw [ha p q r s, hb p q r s]
    · simp only [Pi.add_apply, map_add, ha', hb']
  smul_mem' := by
    rintro c a ⟨ha, ha'⟩
    refine ⟨fun p q r s => ?_, fun p q r s => ?_⟩
    · simp only [Pi.smul_apply]
      rw [ha p q r s]
    · simp only [Pi.smul_apply, Complex.real_smul, map_mul, Complex.conj_ofReal, ha']

/-- An array lies in the integral space exactly when it has the two symmetries. -/
theorem mem_integralSpace (g : ι → ι → ι → ι → ℂ) :
    g ∈ integralSpace ι ↔ (∀ p q r s, g p q r s = g r s p q) ∧
      ∀ p q r s, conj (g p q r s) = g q p s r :=
  Iff.rfl

/-- The two-electron integral `(pq|rs)` of the orbitals `φ` with the real interaction `w`,
for orbitals and interaction whose integrand is integrable. -/
def twoElectronIntegral {X : Type*} [MeasurableSpace X] (μ : Measure X)
    (w : X → X → ℝ) (φ : ι → X → ℂ) (p q r s : ι) : ℂ :=
  ∫ z : X × X, conj (φ p z.1) * φ q z.1 * (w z.1 z.2 : ℂ) *
    (conj (φ r z.2) * φ s z.2) ∂(μ.prod μ)

/-- The two-electron integrals of complex orbitals with a real interaction that is symmetric in the
two electrons, taken with an s-finite measure, belong to the integral space. -/
theorem twoElectronIntegral_mem {X : Type*} [MeasurableSpace X] (μ : Measure X) [SFinite μ]
    (w : X → X → ℝ) (hw : ∀ x y, w x y = w y x) (φ : ι → X → ℂ) :
    twoElectronIntegral μ w φ ∈ integralSpace ι := by
  rw [mem_integralSpace]
  refine ⟨fun p q r s => ?_, fun p q r s => ?_⟩
  · -- exchange the names of the two electrons
    have h := integral_prod_swap (μ := μ) (ν := μ) (fun z : X × X =>
      conj (φ p z.1) * φ q z.1 * (w z.1 z.2 : ℂ) * (conj (φ r z.2) * φ s z.2))
    refine h.symm.trans ?_
    refine integral_congr_ae (Filter.Eventually.of_forall fun z => ?_)
    simp only [Prod.fst_swap, Prod.snd_swap, hw z.2 z.1]
    ring
  · -- conjugate under the integral sign
    unfold twoElectronIntegral
    rw [← integral_conj]
    refine integral_congr_ae (Filter.Eventually.of_forall fun z => ?_)
    simp only [map_mul, Complex.conj_conj, Complex.conj_ofReal]
    ring

/-- The Coulomb elements `g(p,p,r,r)` and the exchange elements `g(p,q,q,p)` of an array
in the integral space are real. -/
theorem coulomb_exchange_real (g : integralSpace ι) (p q r : ι) :
    (g.1 p p r r).im = 0 ∧ (g.1 p q q p).im = 0 := by
  obtain ⟨h, h'⟩ := (mem_integralSpace _).1 g.2
  exact ⟨Complex.conj_eq_iff_im.1 (h' p p r r),
    Complex.conj_eq_iff_im.1 ((h' p q q p).trans (h q p p q))⟩

/-- Packed storage: the real number `Re g + Im g` for each unordered pair of orbital pairs. -/
def pack (g : integralSpace ι) : Sym2 (ι × ι) → ℝ :=
  Sym2.lift ⟨fun P R => (g.1 P.1 P.2 R.1 R.2).re + (g.1 P.1 P.2 R.1 R.2).im, fun P R => by
    have h := ((mem_integralSpace _).1 g.2).1 P.1 P.2 R.1 R.2
    simp only [h]⟩

/-- The packed number at the orbital pairs `P` and `R` is the real part plus the imaginary
part of the array element there. -/
theorem pack_mk (g : integralSpace ι) (P R : ι × ι) :
    pack g s(P, R) = (g.1 P.1 P.2 R.1 R.2).re + (g.1 P.1 P.2 R.1 R.2).im :=
  rfl

/-- Unpacking: half the sum and half the difference of the packed numbers at `(pq,rs)` and
`(qp,sr)` are the real and imaginary parts of the array element. -/
def unpack (k : Sym2 (ι × ι) → ℝ) (p q r s : ι) : ℂ :=
  ⟨(k s((p, q), (r, s)) + k s((q, p), (s, r))) / 2,
    (k s((p, q), (r, s)) - k s((q, p), (s, r))) / 2⟩

/-- Any packed real data unpack to an array in the integral space. -/
theorem unpack_mem (k : Sym2 (ι × ι) → ℝ) : unpack k ∈ integralSpace ι := by
  rw [mem_integralSpace]
  refine ⟨fun p q r s => ?_, fun p q r s => ?_⟩
  · have h₁ : s((p, q), (r, s)) = s((r, s), (p, q)) := Sym2.eq_swap
    have h₂ : s((q, p), (s, r)) = s((s, r), (q, p)) := Sym2.eq_swap
    simp only [unpack]
    rw [h₁, h₂]
  · apply Complex.ext
    · simp only [unpack, Complex.conj_re]
      ring
    · simp only [unpack, Complex.conj_im]
      ring

/-- Packing loses nothing: unpacking the packed data returns the original array. -/
theorem unpack_pack (g : integralSpace ι) : unpack (pack g) = g.1 := by
  funext p q r s
  have h := ((mem_integralSpace _).1 g.2).2 p q r s
  -- the real part is even and the imaginary part odd under conjugation
  have hre := congrArg Complex.re h
  have him := congrArg Complex.im h
  rw [Complex.conj_re] at hre
  rw [Complex.conj_im] at him
  apply Complex.ext
  · simp only [unpack, pack_mk]
    linarith
  · simp only [unpack, pack_mk]
    linarith

/-- Packing is a real linear isomorphism from the integral space onto the real functions of
unordered pairs of orbital pairs. -/
def packing (ι : Type*) : integralSpace ι ≃ₗ[ℝ] (Sym2 (ι × ι) → ℝ) where
  toFun := pack
  invFun k := ⟨unpack k, unpack_mem k⟩
  map_add' g h := by
    funext z
    induction z using Sym2.ind with
    | _ P R =>
      simp only [Pi.add_apply, pack_mk, Submodule.coe_add, Complex.add_re, Complex.add_im]
      ring
  map_smul' c g := by
    funext z
    induction z using Sym2.ind with
    | _ P R =>
      simp only [Pi.smul_apply, pack_mk, Submodule.coe_smul, Complex.smul_re,
        Complex.smul_im, smul_eq_mul, RingHom.id_apply]
      ring
  left_inv g := Subtype.ext (unpack_pack g)
  right_inv k := by
    funext z
    induction z using Sym2.ind with
    | _ P R =>
      simp only [pack_mk, unpack]
      ring

/-- For `n` orbitals the complex arrays with the two integral symmetries form a real vector
space of dimension `n²(n² + 1)/2`. -/
theorem finrank_integralSpace (ι : Type*) [Fintype ι] :
    (Module.finrank ℝ (integralSpace ι) : ℚ) =
      (Fintype.card ι : ℚ) ^ 2 * ((Fintype.card ι : ℚ) ^ 2 + 1) / 2 := by
  classical
  -- count unordered pairs, with repetition, of the n² orbital pairs
  rw [(packing ι).finrank_eq, Module.finrank_fintype_fun_eq_card, Sym2.card,
    Fintype.card_prod, Nat.cast_choose_two]
  push_cast
  ring

end

end ComplexIntegralCount
```

```lean
#print axioms ComplexIntegralCount.twoElectronIntegral_mem
#print axioms ComplexIntegralCount.coulomb_exchange_real
#print axioms ComplexIntegralCount.finrank_integralSpace
```

```
'ComplexIntegralCount.twoElectronIntegral_mem' depends on axioms: [propext, Classical.choice, Quot.sound]
'ComplexIntegralCount.coulomb_exchange_real' depends on axioms: [propext, Classical.choice, Quot.sound]
'ComplexIntegralCount.finrank_integralSpace' depends on axioms: [propext, Classical.choice, Quot.sound]
```

## Where the two symmetries come from

A Hartree-Fock calculation in a finite basis needs the electron repulsion between products of orbitals. For complex orbitals \(\varphi_p\) and a real interaction \(w(x,y)=w(y,x)\), the integrals are

\[
(pq|rs)=\int\!\!\int \overline{\varphi_p(x)}\,\varphi_q(x)\,w(x,y)\,\overline{\varphi_r(y)}\,\varphi_s(y)\,dx\,dy .
\]

This is chemists' notation: \(p,q\) belong to the first electron and \(r,s\) to the second. Renaming \(x\leftrightarrow y\) and using the symmetry of \(w\) gives \((pq|rs)=(rs|pq)\). Conjugating the integrand turns \(\overline{\varphi_p}\varphi_q\) into \(\overline{\varphi_q}\varphi_p\), does the same for \(r,s\), and leaves \(w\) alone, so \(\overline{(pq|rs)}=(qp|sr)\).

Some elements must therefore be real. For a Coulomb element, \(\overline{g(p,p,r,r)}=g(p,p,r,r)\) directly. For an exchange element, conjugation followed by electron exchange gives \(\overline{g(p,q,q,p)}=g(q,p,p,q)=g(p,q,q,p)\).

## Counting by packing into real numbers

Write \(P=(p,q)\) and \(R=(r,s)\) for orbital pairs, and \(\bar P=(q,p)\), \(\bar R=(s,r)\) for the reversed ones. To each unordered pair \(\{P,R\}\), with \(P=R\) allowed, assign the real number

\[
k(\{P,R\})=\operatorname{Re} g(p,q,r,s)+\operatorname{Im} g(p,q,r,s).
\]

The first symmetry makes this independent of the order of \(P\) and \(R\). By the second, the real part is unchanged and the imaginary part changes sign when both pairs are reversed, so

\[
k(\{\bar P,\bar R\})=\operatorname{Re} g(p,q,r,s)-\operatorname{Im} g(p,q,r,s).
\]

Half the sum and half the difference of the two numbers recover the element:

\[
\operatorname{Re} g=\tfrac12\bigl[k(\{P,R\})+k(\{\bar P,\bar R\})\bigr],\qquad
\operatorname{Im} g=\tfrac12\bigl[k(\{P,R\})-k(\{\bar P,\bar R\})\bigr].
\]

Conversely, let \(k\) be any real function of unordered pairs and define \(g\) by these formulas. Exchanging \(P\) and \(R\) changes nothing. Reversing both pairs interchanges the two values of \(k\), which keeps the sum and flips the sign of the difference, so \(g\) is conjugated. Adding the real and imaginary parts returns \(k(\{P,R\})\).

Packing is linear over the real numbers, and so it is an isomorphism. There are \(N=n^2\) orbital pairs, hence \(N(N+1)/2=n^2(n^2+1)/2\) unordered pairs with repetition. One orbital gives dimension 1, the single real number \(g(1,1,1,1)\); two orbitals give 10.

The real elements need no separate treatment. When \(\{\bar P,\bar R\}=\{P,R\}\), the difference vanishes and the formula produces a real number.

## What the Lean statements say

The type `ι` labels the orbitals, and `integralSpace ι` is the set of arrays with both symmetries, given as a `Submodule ℝ`. The scalars are real because multiplying a nonzero array by \(i\) breaks the conjugation condition. `mem_integralSpace` restates membership as the two equations.

In `twoElectronIntegral`, `X` is the space of one-electron coordinates, `μ` its measure and `w` the interaction. The integral is taken over the product measure. The theorem `twoElectronIntegral_mem` assumes that `w` is symmetric and that `μ` is s-finite, a condition that ordinary volume measure satisfies. The orbitals need not be orthonormal or linearly independent.

Convergence of the integrals for a particular basis and the Coulomb interaction remains to be established separately. Lean assigns the value zero to a non-integrable integrand, so membership holds there too, but without physical content.

`finrank_integralSpace` gives the dimension for every finite `ι`, including the empty one. `Fintype.card ι` is \(n\), and the equation is stated in `ℚ`, where the division by two is ordinary division.

For storage in a Hartree-Fock program with a finite set of complex orbitals, the formula counts the real numbers that suffice when only these two symmetries are used. It concerns all arrays with the symmetries, whether or not they arise from actual orbitals; spatial symmetry or a special choice of basis may reduce the number further.

## From the symmetries to the dimension in Lean

In `twoElectronIntegral_mem`, `integral_prod_swap` exchanges the electrons and `integral_conj` moves conjugation through the integral. In both cases the integrands are then compared point by point, and `ring` reorders the factors. `coulomb_exchange_real` applies the symmetries as above and uses the fact that a number equal to its conjugate has zero imaginary part.

The functions `pack` and `unpack` are the two formulas for \(k\) and \(g\). `unpack_mem` checks that arbitrary packed data give an admissible array. `unpack_pack` takes real and imaginary parts of the conjugation equation, and `linarith` solves the resulting linear relations. `packing` adds linearity and the inverse in the other direction. The final theorem transfers the dimension through this isomorphism and counts the unordered pairs with `Sym2.card`.

## Unordered pairs as a type: `Sym2`

Mathlib's `Sym2 α` is the type of unordered pairs from `α`, repetition included. It is a quotient of the ordered pairs, and `s(P, R)` denotes the class of \((P,R)\), so `s(P, R)` and `s(R, P)` are equal.

A function on this quotient is built with `Sym2.lift`, which requires a function of two arguments together with a proof that exchanging them doesn't change its value. In `pack`, that proof is the electron-exchange symmetry. The symmetry is thereby absorbed into the index type, and no ordering of the orbital pairs has to be chosen. To prove an identity for every unordered pair, `Sym2.ind` reduces it to representatives `s(P, R)`, where `pack_mk` supplies the explicit formula.
